# On a positive definite quadratic energy, w times the exact line-search step along the gradient lowers the energy at a nonstationary point exactly when 0 < w < 2

Let H be a real symmetric positive definite matrix, E(x) = ⟨x,Hx⟩/2 − ⟨b,x⟩, and suppose that g = Hx − b is nonzero. With t = ⟨g,g⟩/⟨g,Hg⟩, the step x′ = x − w t g changes the energy by

E(x′) − E(x) = −w(2 − w) ⟨g,g⟩² / (2⟨g,Hg⟩),

so it lowers E if and only if 0 < w < 2. For geometry optimisation this describes over- and under-relaxed descent in a harmonic well with a constant Hessian; anharmonicity is absent, and the assumption of positive definiteness excludes zero modes such as overall translations.

## The harmonic model and the step

A geometry is a function `n → ℝ` on a finite index set of coordinates.

```lean
import Mathlib

open Matrix

namespace RelaxedSteepestDescent

noncomputable section

variable {n : Type*} [Fintype n]
```

The matrix H holds the force constants, and b fixes where the well is centred. In Lean, `⬝ᵥ` is the dot product and `*ᵥ` applies a matrix to a vector.

E(x) = ⟨x,Hx⟩/2 − ⟨b,x⟩

```lean
/-- The quadratic model energy `E(x) = ⟨x, H x⟩ / 2 - ⟨b, x⟩`. -/
def energy (H : Matrix n n ℝ) (b x : n → ℝ) : ℝ :=
  (x ⬝ᵥ H *ᵥ x) / 2 - b ⬝ᵥ x
```

The force is −g, where

g = Hx − b.

```lean
/-- The energy gradient `g = H x - b`. -/
def gradient (H : Matrix n n ℝ) (b x : n → ℝ) : n → ℝ :=
  H *ᵥ x - b
```

The step length is the squared gradient norm divided by the curvature term along g:

t = ⟨g,g⟩ / ⟨g,Hg⟩.

```lean
/-- The step length `t = ⟨g, g⟩ / ⟨g, H g⟩`. -/
def lineSearchLength (H : Matrix n n ℝ) (g : n → ℝ) : ℝ :=
  (g ⬝ᵥ g) / (g ⬝ᵥ H *ᵥ g)
```

The relaxation factor w rescales this length, which is computed afresh at each geometry:

x′ = x − w t g.

```lean
/-- The relaxed steepest-descent update `x ↦ x - w t g` with relaxation factor `w`. -/
def relaxedStep (H : Matrix n n ℝ) (b : n → ℝ) (w : ℝ) (x : n → ℝ) : n → ℝ :=
  x - (w * lineSearchLength H (gradient H b x)) • gradient H b x
```

## Energy along a line

For v ≠ 0, the sum ⟨v,v⟩ = Σᵢ vᵢ² is positive: it is nonnegative, and it vanishes only for v = 0.

```lean
variable {H : Matrix n n ℝ}

/-- A nonzero real vector has positive squared length. -/
lemma dot_self_pos {v : n → ℝ} (hv : v ≠ 0) : 0 < v ⬝ᵥ v := by
  have h0 : 0 ≤ v ⬝ᵥ v := Finset.sum_nonneg fun i _ => mul_self_nonneg (v i)
  exact lt_of_le_of_ne h0 fun h => hv (dotProduct_self_eq_zero.mp h.symm)
```

Substitute x + s d into E. The cross terms s⟨x,Hd⟩/2 and s⟨d,Hx⟩/2 are equal because H is symmetric, so together with −s⟨b,d⟩ they give s⟨g,d⟩:

E(x + s d) = E(x) + s⟨g,d⟩ + s²⟨d,Hd⟩/2.

In the proof, `hsym` is the equality of the cross terms, and `ring` collects the rest.

```lean
/-- Exact second-order expansion of the energy along a displacement `s d`. -/
theorem energy_add_smul (hH : H.IsSymm) (b x d : n → ℝ) (s : ℝ) :
    energy H b (x + s • d) =
      energy H b x + s * (gradient H b x ⬝ᵥ d) + s ^ 2 * ((d ⬝ᵥ H *ᵥ d) / 2) := by
  -- symmetry of the Hessian merges the two cross terms
  have hsym : x ⬝ᵥ H *ᵥ d = d ⬝ᵥ H *ᵥ x := by
    rw [Matrix.dotProduct_mulVec, ← Matrix.mulVec_transpose, hH.eq, dotProduct_comm]
  unfold energy gradient
  simp only [Matrix.mulVec_add, Matrix.mulVec_smul, add_dotProduct, dotProduct_add,
    smul_dotProduct, dotProduct_smul, sub_dotProduct, smul_eq_mul]
  rw [hsym, dotProduct_comm (H *ᵥ x) d]
  ring
```

Differentiating at s = 0 leaves ⟨g,d⟩, which confirms that Hx − b is the gradient of E.

```lean
/-- The slope of the energy at `x` in the direction `d` is `⟨g, d⟩`. -/
theorem hasDerivAt_energy (hH : H.IsSymm) (b x d : n → ℝ) :
    HasDerivAt (fun s : ℝ => energy H b (x + s • d)) (gradient H b x ⬝ᵥ d) 0 := by
  have e : (fun s : ℝ => energy H b (x + s • d)) = fun s : ℝ =>
      energy H b x + s * (gradient H b x ⬝ᵥ d) + s ^ 2 * ((d ⬝ᵥ H *ᵥ d) / 2) :=
    funext fun s => energy_add_smul hH b x d s
  rw [e]
  have h1 := (hasDerivAt_id' (0 : ℝ)).mul_const (gradient H b x ⬝ᵥ d)
  have h2 := ((hasDerivAt_id' (0 : ℝ)).fun_pow 2).mul_const ((d ⬝ᵥ H *ᵥ d) / 2)
  exact ((h1.const_add (energy H b x)).fun_add h2).congr_deriv (by simp)
```

Taking d = g and replacing s by −s gives

E(x − s g) = E(x) − s⟨g,g⟩ + s²⟨g,Hg⟩/2.

```lean
/-- The energy after a step of length parameter `s` against the gradient. -/
lemma energy_sub_smul_gradient (hH : H.IsSymm) (b x : n → ℝ) (s : ℝ) :
    energy H b (x - s • gradient H b x) =
      energy H b x - s * (gradient H b x ⬝ᵥ gradient H b x)
        + s ^ 2 * ((gradient H b x ⬝ᵥ H *ᵥ gradient H b x) / 2) := by
  have h := energy_add_smul hH b x (gradient H b x) (-s)
  rw [neg_smul, ← sub_eq_add_neg] at h
  rw [h]
  ring
```

## The exact change and its sign

Put s = w t. The linear term becomes −w⟨g,g⟩²/⟨g,Hg⟩ and the quadratic term w²⟨g,g⟩²/(2⟨g,Hg⟩). Their sum is

−w(2 − w) C, with C = ⟨g,g⟩² / (2⟨g,Hg⟩) > 0.

The energy therefore falls exactly when w(2 − w) > 0, that is, when 0 < w < 2. The hypothesis `hpos` states positive definiteness, and `hg` says that x is not stationary. In the proof `key` is the identity and `hC` the positivity of C; the two directions of the criterion follow from them.

```lean
/-- At a nonstationary point the relaxed step changes the energy by exactly
`-w (2 - w) ⟨g, g⟩² / (2 ⟨g, H g⟩)`, and it lowers the energy if and only if `0 < w < 2`. -/
theorem relaxedStep_energy_change (hH : H.IsSymm)
    (hpos : ∀ v : n → ℝ, v ≠ 0 → 0 < v ⬝ᵥ H *ᵥ v)
    (b x : n → ℝ) (hg : gradient H b x ≠ 0) (w : ℝ) :
    energy H b (relaxedStep H b w x) - energy H b x =
        -w * (2 - w) * (gradient H b x ⬝ᵥ gradient H b x) ^ 2
          / (2 * (gradient H b x ⬝ᵥ H *ᵥ gradient H b x)) ∧
      (energy H b (relaxedStep H b w x) < energy H b x ↔ 0 < w ∧ w < 2) := by
  have hp := hpos _ hg
  have hq := dot_self_pos hg
  have key : energy H b (relaxedStep H b w x) - energy H b x =
      -(w * (2 - w) * ((gradient H b x ⬝ᵥ gradient H b x) ^ 2
          / (2 * (gradient H b x ⬝ᵥ H *ᵥ gradient H b x)))) := by
    unfold relaxedStep lineSearchLength
    rw [energy_sub_smul_gradient hH]
    have hne := hp.ne'
    field_simp
    ring
  have hC : 0 < (gradient H b x ⬝ᵥ gradient H b x) ^ 2
      / (2 * (gradient H b x ⬝ᵥ H *ᵥ gradient H b x)) :=
    div_pos (pow_pos hq 2) (mul_pos two_pos hp)
  refine ⟨by rw [key]; ring, ?_, ?_⟩
  · -- the sign of the change is the sign of `-w (2 - w)`
    intro h
    have h1 : 0 < w * (2 - w) := (mul_pos_iff_of_pos_right hC).mp (by linarith)
    constructor
    · nlinarith [sq_nonneg w]
    · nlinarith [sq_nonneg (w - 2)]
  · rintro ⟨h0, h2⟩
    have := mul_pos (mul_pos h0 (sub_pos.mpr h2)) hC
    linarith
```

For any length s, subtracting the energies at s and t gives

E(x − s g) − E(x − t g) = ⟨g,Hg⟩(s − t)²/2,

which is positive for s ≠ t. Thus w = 1 is the exact line search, and its length is the unique best one along g.

```lean
/-- At a nonstationary point of a positive definite model, the unrelaxed step `w = 1` reaches a
strictly lower energy than a step of any other length along the gradient line. -/
theorem unrelaxed_step_optimal (hH : H.IsSymm)
    (hpos : ∀ v : n → ℝ, v ≠ 0 → 0 < v ⬝ᵥ H *ᵥ v)
    (b x : n → ℝ) (hg : gradient H b x ≠ 0) (s : ℝ)
    (hs : s ≠ lineSearchLength H (gradient H b x)) :
    energy H b (relaxedStep H b 1 x) < energy H b (x - s • gradient H b x) := by
  have hp := hpos _ hg
  have ht : lineSearchLength H (gradient H b x) * (gradient H b x ⬝ᵥ H *ᵥ gradient H b x)
      = gradient H b x ⬝ᵥ gradient H b x := div_mul_cancel₀ _ hp.ne'
  have hsq : 0 < (s - lineSearchLength H (gradient H b x)) ^ 2 :=
    lt_of_le_of_ne (sq_nonneg _) (pow_ne_zero 2 (sub_ne_zero.mpr hs)).symm
  have hprod := mul_pos hp hsq
  unfold relaxedStep
  rw [one_mul, energy_sub_smul_gradient hH, energy_sub_smul_gradient hH, ← ht]
  nlinarith [hprod]
```

## From one step to a geometric bound

Now assume curvature bounds m⟨v,v⟩ ≤ ⟨v,Hv⟩ ≤ L⟨v,v⟩ for all v, with m > 0. Equivalently, m lies at or below the smallest eigenvalue of H and L at or above the largest; these eigenvalues are the curvatures of the well along its softest and stiffest principal directions. For y = x + d, the line expansion and the lower bound give

E(x) − E(y) ≤ −⟨g,d⟩ − m⟨d,d⟩/2
 = ⟨g,g⟩/(2m) − ⟨g + m d, g + m d⟩/(2m)
 ≤ ⟨g,g⟩/(2m).

The discarded square is `hsq`.

```lean
/-- If all curvatures are at least `m > 0`, the energy at `x` exceeds that of any other geometry
by at most `⟨g, g⟩ / (2 m)`. -/
theorem energy_excess_le (hH : H.IsSymm) {m : ℝ} (hm : 0 < m)
    (hlow : ∀ v : n → ℝ, m * (v ⬝ᵥ v) ≤ v ⬝ᵥ H *ᵥ v) (b x y : n → ℝ) :
    energy H b x - energy H b y ≤ (gradient H b x ⬝ᵥ gradient H b x) / (2 * m) := by
  obtain ⟨d, rfl⟩ : ∃ d, y = x + d := ⟨y - x, by simp⟩
  have h := energy_add_smul hH b x d 1
  rw [one_smul] at h
  -- complete the square in `g + m d`
  have hsq : 0 ≤ (gradient H b x + m • d) ⬝ᵥ (gradient H b x + m • d) :=
    Finset.sum_nonneg fun i _ => mul_self_nonneg _
  simp only [add_dotProduct, dotProduct_add, smul_dotProduct, dotProduct_smul, smul_eq_mul,
    dotProduct_comm d (gradient H b x)] at hsq
  rw [le_div_iff₀ (by positivity), h]
  nlinarith [mul_le_mul_of_nonneg_left (hlow d) hm.le, hsq]
```

If there is at least one coordinate, testing both bounds on the vector of ones shows m ≤ L.

```lean
/-- A lower curvature bound does not exceed an upper one. -/
lemma curvature_bounds_le [Nonempty n] {m L : ℝ}
    (hlow : ∀ v : n → ℝ, m * (v ⬝ᵥ v) ≤ v ⬝ᵥ H *ᵥ v)
    (hup : ∀ v : n → ℝ, v ⬝ᵥ H *ᵥ v ≤ L * (v ⬝ᵥ v)) : m ≤ L := by
  have hv : (fun _ : n => (1 : ℝ)) ≠ 0 := fun h =>
    one_ne_zero (congrFun h (Classical.arbitrary n))
  exact le_of_mul_le_mul_right ((hlow _).trans (hup _)) (dot_self_pos hv)
```

Let 0 ≤ w ≤ 2. For g ≠ 0, the upper bound on ⟨g,Hg⟩ and the previous estimate give

C ≥ ⟨g,g⟩/(2L) = (m/L) ⟨g,g⟩/(2m) ≥ (m/L)(E(x) − E(y)).

Inserting this into the exact change yields

E(x′) − E(y) ≤ [1 − w(2 − w)m/L] (E(x) − E(y)).

If g = 0, the formula for t reads 0/0, which Lean's division sets to 0; the displacement w t g vanishes whatever value t is given, so the step does nothing. The previous estimate gives E(x) ≤ E(y), and the inequality still holds. The proof splits into these two cases.

```lean
/-- With curvatures between `m > 0` and `L`, one relaxed step with `0 ≤ w ≤ 2` leaves at most the
fraction `1 - w (2 - w) m / L` of the energy difference to any reference geometry `y`. -/
theorem relaxedStep_contraction [Nonempty n] (hH : H.IsSymm) {m L : ℝ} (hm : 0 < m)
    (hlow : ∀ v : n → ℝ, m * (v ⬝ᵥ v) ≤ v ⬝ᵥ H *ᵥ v)
    (hup : ∀ v : n → ℝ, v ⬝ᵥ H *ᵥ v ≤ L * (v ⬝ᵥ v))
    {w : ℝ} (h0 : 0 ≤ w) (h2 : w ≤ 2) (b x y : n → ℝ) :
    energy H b (relaxedStep H b w x) - energy H b y ≤
      (1 - w * (2 - w) * (m / L)) * (energy H b x - energy H b y) := by
  have hL : 0 < L := hm.trans_le (curvature_bounds_le hlow hup)
  have hk : 0 ≤ w * (2 - w) := mul_nonneg h0 (sub_nonneg.mpr h2)
  have hmL : 0 ≤ m / L := (div_pos hm hL).le
  have hgap := energy_excess_le hH hm hlow b x y
  by_cases hg : gradient H b x = 0
  · -- at a stationary point the step does nothing and `x` is already a minimum
    have hx : relaxedStep H b w x = x := by simp [relaxedStep, hg]
    have hle : energy H b x - energy H b y ≤ 0 := by simpa [hg] using hgap
    rw [hx]
    nlinarith [mul_nonneg (mul_nonneg hk hmL) (neg_nonneg.mpr hle)]
  · have hq := dot_self_pos hg
    have hp := (mul_pos hm hq).trans_le (hlow _)
    have key := (relaxedStep_energy_change hH
      (fun v hv => (mul_pos hm (dot_self_pos hv)).trans_le (hlow v)) b x hg w).1
    have h1 : (gradient H b x ⬝ᵥ gradient H b x) / (2 * L) ≤
        (gradient H b x ⬝ᵥ gradient H b x) ^ 2
          / (2 * (gradient H b x ⬝ᵥ H *ᵥ gradient H b x)) := by
      rw [div_le_div_iff₀ (by positivity) (mul_pos two_pos hp)]
      nlinarith [mul_le_mul_of_nonneg_left (hup (gradient H b x)) hq.le]
    have h3 : m / L * ((gradient H b x ⬝ᵥ gradient H b x) / (2 * m)) =
        (gradient H b x ⬝ᵥ gradient H b x) / (2 * L) := by
      field_simp
    have h4 := (mul_le_mul_of_nonneg_left hgap hmL).trans (h3.le.trans h1)
    have h5 := mul_le_mul_of_nonneg_left h4 hk
    linear_combination h5 + key
```

Write ρ = 1 − w(2 − w)m/L. Since w(2 − w) ≤ 1 and m/L ≤ 1, ρ is nonnegative, so the one-step inequality can be multiplied through by it. Induction then gives, for the geometry xₖ after k steps with the same w,

E(xₖ) − E(y) ≤ ρᵏ (E(x) − E(y)).

With y at the bottom of the well, this bounds the remaining excess energy; ρ < 1 when 0 < w < 2, while at w = 0 and w = 2 the bound gives no decay. The bound is smallest at w = 1, but as an upper bound it does not show that w = 1 is the fastest choice over many steps.

```lean
/-- After `k` relaxed steps the energy difference to any reference geometry `y` is at most
`(1 - w (2 - w) m / L) ^ k` times its initial value. -/
theorem relaxedStep_iterate_bound [Nonempty n] (hH : H.IsSymm) {m L : ℝ} (hm : 0 < m)
    (hlow : ∀ v : n → ℝ, m * (v ⬝ᵥ v) ≤ v ⬝ᵥ H *ᵥ v)
    (hup : ∀ v : n → ℝ, v ⬝ᵥ H *ᵥ v ≤ L * (v ⬝ᵥ v))
    {w : ℝ} (h0 : 0 ≤ w) (h2 : w ≤ 2) (b x y : n → ℝ) (k : ℕ) :
    energy H b ((relaxedStep H b w)^[k] x) - energy H b y ≤
      (1 - w * (2 - w) * (m / L)) ^ k * (energy H b x - energy H b y) := by
  have hmL := curvature_bounds_le hlow hup
  have hL : 0 < L := hm.trans_le hmL
  have hw : w * (2 - w) ≤ 1 := by nlinarith [sq_nonneg (w - 1)]
  have hr : m / L ≤ 1 := (div_le_one hL).mpr hmL
  have hprod : w * (2 - w) * (m / L) ≤ 1 * 1 :=
    mul_le_mul hw hr (div_pos hm hL).le zero_le_one
  have hrho : 0 ≤ 1 - w * (2 - w) * (m / L) := by linarith
  induction k with
  | zero => simp
  | succ k ih =>
    rw [Function.iterate_succ_apply', pow_succ', mul_assoc]
    exact (relaxedStep_contraction hH hm hlow hup h0 h2 b _ y).trans
      (mul_le_mul_of_nonneg_left ih hrho)

end

end RelaxedSteepestDescent
```

```lean
#print axioms RelaxedSteepestDescent.hasDerivAt_energy
#print axioms RelaxedSteepestDescent.unrelaxed_step_optimal
#print axioms RelaxedSteepestDescent.relaxedStep_iterate_bound
```

```
'RelaxedSteepestDescent.hasDerivAt_energy' depends on axioms: [propext, Classical.choice, Quot.sound]
'RelaxedSteepestDescent.unrelaxed_step_optimal' depends on axioms: [propext, Classical.choice, Quot.sound]
'RelaxedSteepestDescent.relaxedStep_iterate_bound' depends on axioms: [propext, Classical.choice, Quot.sound]
```
